# For positive definite S and Hermitian H, the Crank–Nicolson step preserves both matrices

An electron orbital evolves in time while the nuclei stay at rest, for instance after a short laser pulse has passed. The orbital is expanded in a finite basis that isn't orthonormal, or it is a pseudo-orbital in an ultrasoft or projector augmented-wave (PAW) calculation, where the norm contains an overlap operator. In both cases the coefficient vector $\psi$ obeys

$$i\hbar\, S\,\dot\psi = H\psi ,$$

with overlap matrix $S$ and Hamiltonian matrix $H$. The exact evolution under a constant $H$ conserves the norm $\psi^\dagger S\psi$ and the energy $\psi^\dagger H\psi$. Does a time step of finite length conserve them too?

The Crank–Nicolson rule replaces the derivative by a difference quotient and $\psi$ on the right by the mean of its old and new values. With $\tau=\Delta t/(2\hbar)$ this gives

$$S(\psi'-\psi) = -i\tau H(\psi'+\psi), \qquad\text{or}\qquad (S+i\tau H)\psi'=(S-i\tau H)\psi .$$

Note that $\tau$ is half the time step divided by $\hbar$, not the time step itself. For positive definite $S$, Hermitian $H$ and real $\tau$, the answer is yes for every step length.

## The step as a matrix

The basis functions are labelled by a finite type `n`. Operators are complex square matrices `Matrix n n ℂ`, and orbitals are coefficient vectors `n → ℂ`.

```lean
import Mathlib

open Matrix
open scoped ComplexOrder

namespace OverlapCrankNicolson

variable {n : Type*} [Fintype n] [DecidableEq n]
```

Solving the implicit equation for the new vector gives $\psi'=U\psi$ with

$$U=(S+i\tau H)^{-1}(S-i\tau H).$$

```lean
/-- The Crank-Nicolson step `(S + iτH)⁻¹ (S - iτH)` in a basis with overlap matrix `S`,
meant for the case that `S + iτH` is invertible. -/
noncomputable def cnStep (S H : Matrix n n ℂ) (τ : ℝ) : Matrix n n ℂ :=
  (S + (Complex.I * (τ : ℂ)) • H)⁻¹ * (S - (Complex.I * (τ : ℂ)) • H)
```

Here `τ` is a real number, read as a complex one where it multiplies `Complex.I`, and `•` multiplies a matrix by a scalar. Lean assigns a value to the inverse of a singular matrix as well, so the definition has its intended meaning only once $S+i\tau H$ is known to be invertible.

## The implicit matrix is invertible

Suppose $S+i\tau H$ were singular. Then some $x\neq0$ would satisfy $(S+i\tau H)x=0$, and multiplication by $x^\dagger$ from the left would give

$$x^\dagger Sx+i\tau\,x^\dagger Hx=0 .$$

Since $H$ is Hermitian, $(x^\dagger Hx)^*=x^\dagger H^\dagger x=x^\dagger Hx$, so this number is real and the second term is purely imaginary. The real part of the equation is therefore $x^\dagger Sx=0$, which contradicts the positivity of $S$.

```lean
/-- For positive definite overlap `S`, Hermitian `H` and real `τ`, the matrix `S + iτH`
is invertible. -/
theorem isUnit_implicit {S H : Matrix n n ℂ} (hS : S.PosDef) (hH : H.IsHermitian) (τ : ℝ) :
    IsUnit (S + (Complex.I * (τ : ℂ)) • H) := by
  rw [Matrix.isUnit_iff_isUnit_det, isUnit_iff_ne_zero]
  intro hdet
  obtain ⟨x, hx, h0⟩ := Matrix.exists_mulVec_eq_zero_iff.mpr hdet
  have hpos := hS.dotProduct_mulVec_pos hx
  -- the expectation value of a Hermitian matrix is real
  have hstar : star (star x ⬝ᵥ H *ᵥ x) = star x ⬝ᵥ H *ᵥ x := by
    rw [← Matrix.star_dotProduct, Matrix.star_mulVec, hH.eq, ← Matrix.dotProduct_mulVec]
  have hreal : (star x ⬝ᵥ H *ᵥ x).im = 0 := Complex.conj_eq_iff_im.mp hstar
  have h := congrArg (fun v => star x ⬝ᵥ v) h0
  simp only [Matrix.add_mulVec, Matrix.smul_mulVec, dotProduct_add, dotProduct_smul,
    dotProduct_zero, smul_eq_mul] at h
  generalize star x ⬝ᵥ S *ᵥ x = a at h hpos
  generalize star x ⬝ᵥ H *ᵥ x = b at h hreal
  have hre := congrArg Complex.re h
  simp [hreal] at hre
  have hp : 0 < a.re := (Complex.lt_def.mp hpos).1
  linarith
```

The hypothesis `S.PosDef` says that $S$ is Hermitian and that $x^\dagger Sx>0$ for every nonzero $x$. For an ordinary basis, this expresses linear independence. For a PAW or ultrasoft overlap, it says that no nonzero pseudo-orbital in the basis has zero or negative norm. It is assumed here and not derived from the construction of the projectors.

In the proof, a vanishing determinant supplies the vector `x`. The expression `star x ⬝ᵥ H *ᵥ x` is $x^\dagger Hx$, and `hstar` and `hreal` show that it is real. After the two quadratic forms have been abbreviated to `a` and `b`, the real part of the equation contradicts `hpos`.

Multiplying the definition of $U$ by $S+i\tau H$ from the left now recovers the implicit equation in matrix form:

$$(S+i\tau H)\,U=S-i\tau H .$$

```lean
/-- For positive definite `S`, Hermitian `H` and real `τ`, the step `U` solves the implicit
equation `(S + iτH) U = S - iτH`. -/
theorem implicit_mul_cnStep {S H : Matrix n n ℂ} (hS : S.PosDef) (hH : H.IsHermitian)
    (τ : ℝ) : (S + (Complex.I * (τ : ℂ)) • H) * cnStep S H τ
      = S - (Complex.I * (τ : ℂ)) • H := by
  unfold cnStep
  rw [← mul_assoc, Matrix.mul_nonsing_inv _
    ((Matrix.isUnit_iff_isUnit_det _).mp (isUnit_implicit hS hH τ)), one_mul]
```

## An identity for conserved quadratic forms

A matrix $M$ defines a quantity $\psi^\dagger M\psi$, which the step leaves unchanged if $U^\dagger MU=M$. To bring in the increments and sums of the Crank–Nicolson rule, write $V$ for $U^\dagger$ and expand

$$
\begin{aligned}
&(V+1)M(U-1)+(V-1)M(U+1)\\
&\quad=(VMU-VM+MU-M)+(VMU+VM-MU-M)\\
&\quad=2\,(VMU-M).
\end{aligned}
$$

If the left side vanishes, then $VMU=M$.

```lean
/-- If `(V + 1) M (U - 1) + (V - 1) M (U + 1) = 0`, then `V M U = M`. -/
theorem invariant_of_midpoint {U V M : Matrix n n ℂ}
    (h : (V + 1) * (M * (U - 1)) + (V - 1) * M * (U + 1) = 0) : V * M * U = M := by
  have key : (V * M * U - M) + (V * M * U - M)
      = (V + 1) * (M * (U - 1)) + (V - 1) * M * (U + 1) := by noncomm_ring
  have h2 : (2 : ℂ) • (V * M * U - M) = 0 := by rw [two_smul, key, h]
  exact sub_eq_zero.mp ((smul_eq_zero.mp h2).resolve_left two_ne_zero)
```

The lemma holds for any three square matrices `U`, `V` and `M` of the same size. The tactic `noncomm_ring` checks the expansion without exchanging factors, and the last two lines remove the factor 2.

## Both matrices are preserved

Sorting the terms of the implicit equation gives the midpoint form, and its adjoint follows from $S^\dagger=S$, $H^\dagger=H$ and $(-i\tau)^*=i\tau$:

$$S(U-1)=-i\tau H(U+1),\qquad (U^\dagger-1)S=i\tau(U^\dagger+1)H .$$

For $M=S$, the two terms of the identity become

$$
\begin{aligned}
(U^\dagger+1)S(U-1)&=-i\tau\,(U^\dagger+1)H(U+1),\\
(U^\dagger-1)S(U+1)&=+i\tau\,(U^\dagger+1)H(U+1).
\end{aligned}
$$

They cancel, so $U^\dagger SU=S$.

For $M=H$, multiply both terms by $i\tau$ first and use the same equations in the other direction:

$$
\begin{aligned}
i\tau\,(U^\dagger+1)H(U-1)&=(U^\dagger-1)S(U-1),\\
i\tau\,(U^\dagger-1)H(U+1)&=-(U^\dagger-1)S(U-1).
\end{aligned}
$$

The sum is again zero. If $\tau\neq0$, the factor $i\tau$ can be divided out, and $U^\dagger HU=H$ follows. If $\tau=0$, then $U=S^{-1}S=1$ and there is nothing left to show.

```lean
/-- For positive definite overlap `S`, Hermitian `H` and real `τ`, the matrix `S + iτH` is
invertible and the Crank-Nicolson step `U` satisfies `Uᴴ S U = S` and `Uᴴ H U = H`. -/
theorem cnStep_conserves {S H : Matrix n n ℂ} (hS : S.PosDef) (hH : H.IsHermitian) (τ : ℝ) :
    IsUnit (S + (Complex.I * (τ : ℂ)) • H) ∧
    (cnStep S H τ)ᴴ * S * cnStep S H τ = S ∧
    (cnStep S H τ)ᴴ * H * cnStep S H τ = H := by
  -- the midpoint form of the propagation equation, and its adjoint
  have h1 : S * (cnStep S H τ - 1)
      = (-(Complex.I * (τ : ℂ))) • (H * (cnStep S H τ + 1)) := by
    have h := implicit_mul_cnStep hS hH τ
    rw [add_mul, Matrix.smul_mul] at h
    rw [mul_sub, mul_add, mul_one, mul_one]
    linear_combination (norm := module) h
  have hc : star (-(Complex.I * (τ : ℂ))) = Complex.I * (τ : ℂ) := by
    apply Complex.ext <;> simp
  have h2 : ((cnStep S H τ)ᴴ - 1) * S
      = (Complex.I * (τ : ℂ)) • (((cnStep S H τ)ᴴ + 1) * H) := by
    have h := congrArg Matrix.conjTranspose h1
    simp only [Matrix.conjTranspose_mul, Matrix.conjTranspose_smul, Matrix.conjTranspose_sub,
      Matrix.conjTranspose_add, Matrix.conjTranspose_one, hS.isHermitian.eq, hH.eq, hc] at h
    exact h
  refine ⟨isUnit_implicit hS hH τ, invariant_of_midpoint ?_, ?_⟩
  · rw [h1, h2]
    simp only [Matrix.mul_smul, Matrix.smul_mul, mul_assoc, neg_smul, mul_neg, neg_add_cancel]
  · by_cases hτ : τ = 0
    · -- a step of zero length is the identity
      subst hτ
      have hu : IsUnit S := by simpa using isUnit_implicit hS hH 0
      have hone : cnStep S H 0 = 1 := by
        unfold cnStep
        simp only [Complex.ofReal_zero, mul_zero, zero_smul, add_zero, sub_zero]
        exact Matrix.nonsing_inv_mul S ((Matrix.isUnit_iff_isUnit_det S).mp hu)
      rw [hone, Matrix.conjTranspose_one, one_mul, mul_one]
    · have hne : Complex.I * (τ : ℂ) ≠ 0 :=
        mul_ne_zero Complex.I_ne_zero (Complex.ofReal_ne_zero.mpr hτ)
      apply invariant_of_midpoint
      refine (smul_eq_zero.mp ?_).resolve_left hne
      calc (Complex.I * (τ : ℂ)) • (((cnStep S H τ)ᴴ + 1) * (H * (cnStep S H τ - 1))
              + ((cnStep S H τ)ᴴ - 1) * H * (cnStep S H τ + 1))
          = ((Complex.I * (τ : ℂ)) • (((cnStep S H τ)ᴴ + 1) * H)) * (cnStep S H τ - 1)
              - ((cnStep S H τ)ᴴ - 1)
                * ((-(Complex.I * (τ : ℂ))) • (H * (cnStep S H τ + 1))) := by
            simp only [Matrix.smul_mul, Matrix.mul_smul, neg_smul, mul_neg, sub_neg_eq_add,
              smul_add, mul_assoc]
        _ = 0 := by rw [← h1, ← h2, mul_assoc, sub_self]
```

The theorem has three parts: $S+i\tau H$ is invertible, $U^\dagger SU=S$, and $U^\dagger HU=H$. Lean writes the conjugate transpose as `ᴴ`. No bound on $\tau$ appears, and $H$ may have eigenvalues of either sign.

In the code, `h1` is the midpoint form and `h2` its adjoint, with `hc` supplying the conjugate of $-i\tau$. The case $M=S$ is a substitution of both into the identity. The case $M=H$ splits on whether `τ = 0`, and its `calc` block is the second cancellation above.

## Overlaps over many steps

For two coefficient vectors $\varphi$ and $\psi$, a preserved matrix $M$ has preserved matrix elements:

$$(U\varphi)^\dagger M(U\psi)=\varphi^\dagger(U^\dagger MU)\psi=\varphi^\dagger M\psi .$$

```lean
omit [DecidableEq n] in
/-- If `Uᴴ M U = M`, the matrix element of `M` between two orbitals is unchanged when both
are propagated by `U`. -/
theorem matrixElement_invariant {U M : Matrix n n ℂ} (h : Uᴴ * M * U = M) (φ ψ : n → ℂ) :
    star (U *ᵥ φ) ⬝ᵥ M *ᵥ (U *ᵥ ψ) = star φ ⬝ᵥ M *ᵥ ψ := by
  rw [Matrix.star_mulVec, ← Matrix.dotProduct_mulVec, Matrix.mulVec_mulVec,
    Matrix.mulVec_mulVec, h]
```

Now let the Hamiltonian and the step length change during the run. Step $k$ uses a Hermitian $H_k$ and a real $\tau_k$, and its matrix $U_k$ propagates both orbitals:

$$\varphi_{k+1}=U_k\varphi_k,\qquad \psi_{k+1}=U_k\psi_k .$$

Since $U_k^\dagger SU_k=S$ for each $k$,

$$\varphi_{k+1}^\dagger S\psi_{k+1}=\varphi_k^\dagger S\psi_k=\dots=\varphi_0^\dagger S\psi_0 .$$

```lean
/-- With a fixed positive definite `S`, the overlap of two orbitals that are propagated by the same
Crank-Nicolson steps is conserved over any number of steps, even if the Hermitian `H` and the real
`τ` change from step to step. -/
theorem overlap_conserved {S : Matrix n n ℂ} (hS : S.PosDef) (H : ℕ → Matrix n n ℂ)
    (hH : ∀ k, (H k).IsHermitian) (τ : ℕ → ℝ) (φ ψ : ℕ → n → ℂ)
    (hφ : ∀ k, φ (k + 1) = cnStep S (H k) (τ k) *ᵥ φ k)
    (hψ : ∀ k, ψ (k + 1) = cnStep S (H k) (τ k) *ᵥ ψ k) (k : ℕ) :
    star (φ k) ⬝ᵥ S *ᵥ ψ k = star (φ 0) ⬝ᵥ S *ᵥ ψ 0 := by
  induction k with
  | zero => rfl
  | succ k ih =>
    rw [hφ, hψ, matrixElement_invariant (cnStep_conserves hS (hH k) (τ k)).2.1, ih]
```

The sequences `H`, `τ`, `φ` and `ψ` are functions of the step number, and the proof is an induction on it. Taking $\varphi=\psi$ gives conservation of the norm. A set of orbitals that is orthonormal with respect to $S$ at the start stays so.

In real-time density-functional calculations with fixed nuclei, a finite basis and a constant overlap matrix, this applies to a Kohn–Sham matrix that is rebuilt at every step, provided that it is Hermitian, that all orbitals use the same matrix within a step, and that the linear equations are solved exactly.

If the nuclei move, the PAW overlap, like that of an atom-centred basis, in general depends on time, and the equation of motion acquires further terms from the motion of the basis or the projectors. The theorem has a single matrix `S` and no such terms, so it doesn't cover that case.

## Energy under a constant Hamiltonian

If $H$ is the same at every step, the second preserved matrix gives

$$\psi_{k+1}^\dagger H\psi_{k+1}=\psi_k^\dagger(U_k^\dagger HU_k)\psi_k=\psi_k^\dagger H\psi_k ,$$

where the step length may still vary with $k$.

```lean
/-- With fixed positive definite `S` and fixed Hermitian `H`, the energy `ψ† H ψ` is conserved
over any number of Crank-Nicolson steps with variable real `τ`. -/
theorem energy_conserved {S H : Matrix n n ℂ} (hS : S.PosDef) (hH : H.IsHermitian)
    (τ : ℕ → ℝ) (ψ : ℕ → n → ℂ) (hψ : ∀ k, ψ (k + 1) = cnStep S H (τ k) *ᵥ ψ k) (k : ℕ) :
    star (ψ k) ⬝ᵥ H *ᵥ ψ k = star (ψ 0) ⬝ᵥ H *ᵥ ψ 0 := by
  induction k with
  | zero => rfl
  | succ k ih =>
    rw [hψ, matrixElement_invariant (cnStep_conserves hS hH (τ k)).2.2, ih]
```

The vectors needn't be normalised. For $\psi_0\neq0$ the energy expectation value is $\psi_k^\dagger H\psi_k/\psi_k^\dagger S\psi_k$, and it is constant because the numerator and the denominator both are. This is the energy of one orbital in a fixed Hamiltonian. It isn't the total energy of a self-consistent calculation, in which $H$ changes with the density.

## Stationary states acquire a factor

Let $v$ solve the generalised eigenvalue equation $Hv=\varepsilon Sv$ with real $\varepsilon$. Then

$$(S-i\tau H)v=(1-i\tau\varepsilon)Sv,\qquad (S+i\tau H)v=(1+i\tau\varepsilon)Sv .$$

The number $1+i\tau\varepsilon$ has real part 1 and so isn't zero. With

$$r=\frac{1-i\tau\varepsilon}{1+i\tau\varepsilon}$$

the two equations combine to $(S-i\tau H)v=r\,(S+i\tau H)v$. Applying $(S+i\tau H)^{-1}$ to both sides gives $Uv=rv$.

```lean
/-- For positive definite `S`, Hermitian `H` and real `τ`, a solution of `H v = ε S v` with real
`ε` is multiplied by `(1 - iτε)/(1 + iτε)` in one Crank-Nicolson step. -/
theorem cnStep_eigenvector {S H : Matrix n n ℂ} (hS : S.PosDef) (hH : H.IsHermitian)
    (τ ε : ℝ) (v : n → ℂ) (hv : H *ᵥ v = (ε : ℂ) • (S *ᵥ v)) :
    cnStep S H τ *ᵥ v = ((1 - Complex.I * (τ : ℂ) * (ε : ℂ))
      / (1 + Complex.I * (τ : ℂ) * (ε : ℂ))) • v := by
  have hd : 1 + Complex.I * (τ : ℂ) * (ε : ℂ) ≠ 0 := by
    intro h
    have h' := congrArg Complex.re h
    simp at h'
  have hr := div_mul_cancel₀ (1 - Complex.I * (τ : ℂ) * (ε : ℂ)) hd
  generalize (1 - Complex.I * (τ : ℂ) * (ε : ℂ))
    / (1 + Complex.I * (τ : ℂ) * (ε : ℂ)) = r at hr ⊢
  -- both sides of the implicit equation are multiples of `S v`
  have hB : (S - (Complex.I * (τ : ℂ)) • H) *ᵥ v
      = r • ((S + (Complex.I * (τ : ℂ)) • H) *ᵥ v) := by
    rw [Matrix.sub_mulVec, Matrix.add_mulVec, Matrix.smul_mulVec, hv]
    generalize S *ᵥ v = w
    calc w - (Complex.I * (τ : ℂ)) • (ε : ℂ) • w
        = (1 - Complex.I * (τ : ℂ) * (ε : ℂ)) • w := by module
      _ = (r * (1 + Complex.I * (τ : ℂ) * (ε : ℂ))) • w := by rw [hr]
      _ = r • (w + (Complex.I * (τ : ℂ)) • (ε : ℂ) • w) := by module
  unfold cnStep
  rw [← Matrix.mulVec_mulVec, hB, Matrix.mulVec_smul, Matrix.mulVec_mulVec,
    Matrix.nonsing_inv_mul _ ((Matrix.isUnit_iff_isUnit_det _).mp (isUnit_implicit hS hH τ)),
    Matrix.one_mulVec]

end OverlapCrankNicolson
```

```lean
#print axioms OverlapCrankNicolson.cnStep_conserves
#print axioms OverlapCrankNicolson.overlap_conserved
#print axioms OverlapCrankNicolson.energy_conserved
#print axioms OverlapCrankNicolson.cnStep_eigenvector
```

```
'OverlapCrankNicolson.cnStep_conserves' depends on axioms: [propext, Classical.choice, Quot.sound]
'OverlapCrankNicolson.overlap_conserved' depends on axioms: [propext, Classical.choice, Quot.sound]
'OverlapCrankNicolson.energy_conserved' depends on axioms: [propext, Classical.choice, Quot.sound]
'OverlapCrankNicolson.cnStep_eigenvector' depends on axioms: [propext, Classical.choice, Quot.sound]
```

In the proof, `hd` shows that the denominator is nonzero, and `hB` is the combined equation, in which both sides are multiples of $Sv$. The final lines cancel the inverse.

The numerator of $r$ is the complex conjugate of its denominator, so $r$ is a pure phase, $r=e^{-2i\arctan(\tau\varepsilon)}$. The exact evolution over the same time gives $e^{-i\varepsilon\Delta t/\hbar}=e^{-2i\tau\varepsilon}$. The two agree through second order in $\tau\varepsilon$, a comparison made here by Taylor expansion and not in Lean. A Crank–Nicolson run can therefore conserve norm and energy while its phases, and the frequencies read from them, still carry an error that depends on the time step.
